# Norms and overlaps of the $j = 1/2, 3/2, 5/2$ characters on the double octahedral classes

An ion with an odd number of electrons sits at a site of octahedral symmetry. Spin-orbit coupling has produced a level of half-odd angular momentum $j$ with $2j+1$ states, and the question is whether the crystal field can split it. A rotation by $2\pi$ changes the sign of such states, so the 24 proper rotations of the octahedron are replaced by the 48 elements of the double group, and the count is made with scalar products of characters.

```lean
import Mathlib

open Real

namespace DoubleOctahedral

noncomputable section
```

## Definitions

A rotation by the angle $t$ about the quantisation axis multiplies the state $|j,m\rangle$ by $e^{-imt}$. In the trace the sines of $m$ and $-m$ cancel, leaving $\chi_j(t) = \sum_{m=-j}^{j}\cos(mt)$. A rotation by $t$ about any other axis is conjugate to this one by a rotation carrying one axis into the other, and conjugation leaves the trace unchanged, so the character depends on the angle alone. Lean uses the natural number $n = 2j$ and $m = k - n/2$ with $k = 0,\dots,n$, so `chi 5` is $\chi_{5/2}$. The cast in `(n : ℝ) / 2` has to come before the division: in natural numbers $5/2 = 2$, and $m$ would run over integers.

```lean
/-- Character of angular momentum `j = n/2` at rotation angle `t`: the sum of `cos (m t)`
over `m = -j, -j+1, ..., j`. -/
def chi (n : ℕ) (t : ℝ) : ℝ :=
  ∑ k ∈ Finset.range (n + 1), cos (((k : ℝ) - (n : ℝ) / 2) * t)
```

The classes $c = 0,\dots,7$ have angles $t_c$ and sizes $s_c$. Classes 1, 3, 6 are classes 0, 2, 5 followed by an extra $2\pi$ rotation. Classes 4 and 7 are the half-turns about the fourfold and about the twofold axes, each already containing its $2\pi$ partners. This table is entered as data, and the group itself is never constructed.

```lean
/-- Rotation angles of the eight classes of the double octahedral group. -/
def angle : Fin 8 → ℝ := ![0, 2 * π, 2 * π / 3, 8 * π / 3, π, π / 2, 5 * π / 2, π]

/-- Numbers of elements in the eight classes. -/
def size : Fin 8 → ℕ := ![1, 1, 8, 8, 6, 6, 6, 12]

/-- The character of `j = n/2` as a function on the eight classes. -/
def character (n : ℕ) : Fin 8 → ℝ := fun c => chi n (angle c)
```

For real class functions $f, g$ the scalar product is $\langle f,g\rangle = \frac{1}{48}\sum_c s_c f(c) g(c)$.

```lean
/-- Scalar product of real class functions, weighted by class sizes and divided by the
group order 48. -/
def classInner (f g : Fin 8 → ℝ) : ℝ := (∑ c, (size c : ℝ) * f c * g c) / 48
```

Two abbreviations follow: $S(x,y,z) = (x,-x,y,-y,0,z,-z,0)$ for real $x,y,z$, and $\rho = \chi_{5/2} - \chi_{3/2}$.

```lean
/-- The class function with values `x, y, z` at the angles `0, 2π/3, π/2`, opposite values
at these angles plus `2π`, and zero on both classes of angle `π`. -/
def spinorFn (x y z : ℝ) : Fin 8 → ℝ := ![x, -x, y, -y, 0, z, -z, 0]

/-- The class function `χ_{5/2} - χ_{3/2}`. -/
def residual : Fin 8 → ℝ := character 5 - character 3
```

## Recurrence and periodicity

Going from $j$ to $j+1$ adds the terms $m = \pm(j+1)$, so $\chi_{j+1}(t) = \chi_j(t) + 2\cos((j+1)t)$. The rewrites `Finset.sum_range_succ` and `Finset.sum_range_succ'` peel off these two terms, and `h1` shows that the rest keep their $m$.

```lean
/-- Raising `j` by one adds `2 cos ((j+1) t)` to the character. -/
theorem chi_add_two (n : ℕ) (t : ℝ) :
    chi (n + 2) t = chi n t + 2 * cos (((n : ℝ) + 2) / 2 * t) := by
  unfold chi
  -- split off the terms m = j + 1 and m = -(j + 1)
  rw [Finset.sum_range_succ, Finset.sum_range_succ']
  have h1 : ∀ k : ℕ, ((k + 1 : ℕ) : ℝ) - ((n + 2 : ℕ) : ℝ) / 2 = (k : ℝ) - (n : ℝ) / 2 := by
    intro k
    push_cast
    ring
  have h2 : (((0 : ℕ) : ℝ) - ((n + 2 : ℕ) : ℝ) / 2) * t = -(((n : ℝ) + 2) / 2 * t) := by
    push_cast
    ring
  have h3 : (((n + 2 : ℕ) : ℝ) - ((n + 2 : ℕ) : ℝ) / 2) * t = ((n : ℝ) + 2) / 2 * t := by
    push_cast
    ring
  rw [h2, h3, cos_neg]
  simp only [h1]
  ring
```

From $\chi_{1/2} = 2\cos(t/2)$ the recurrence gives $\chi_{3/2} = \chi_{1/2} + 2\cos(3t/2)$ and $\chi_{5/2} = \chi_{3/2} + 2\cos(5t/2)$.

```lean
/-- The characters of `j = 1/2, 3/2, 5/2` as sums of cosines of half-odd multiples of `t`. -/
theorem chi_explicit (t : ℝ) :
    chi 1 t = 2 * cos (t / 2) ∧ chi 3 t = 2 * cos (t / 2) + 2 * cos (3 * t / 2) ∧
      chi 5 t = 2 * cos (t / 2) + 2 * cos (3 * t / 2) + 2 * cos (5 * t / 2) := by
  have h1 : chi 1 t = 2 * cos (t / 2) := by
    have e0 : (((0 : ℕ) : ℝ) - ((1 : ℕ) : ℝ) / 2) * t = -(t / 2) := by push_cast; ring
    have e1 : (((1 : ℕ) : ℝ) - ((1 : ℕ) : ℝ) / 2) * t = t / 2 := by push_cast; ring
    unfold chi
    rw [Finset.sum_range_succ, Finset.sum_range_one, e0, e1, cos_neg]
    ring
  have h3 : chi 3 t = chi 1 t + 2 * cos (3 * t / 2) := by
    have h := chi_add_two 1 t
    rw [show (((1 : ℕ) : ℝ) + 2) / 2 * t = 3 * t / 2 by push_cast; ring] at h
    exact h
  have h5 : chi 5 t = chi 3 t + 2 * cos (5 * t / 2) := by
    have h := chi_add_two 3 t
    rw [show (((3 : ℕ) : ℝ) + 2) / 2 * t = 5 * t / 2 by push_cast; ring] at h
    exact h
  exact ⟨h1, by linarith, by linarith⟩
```

Since $m(t+2\pi) = mt + 2\pi k - n\pi$, every cosine acquires the factor $(-1)^n$, and $\chi_j(t+2\pi) = (-1)^{2j}\chi_j(t)$.

```lean
/-- An extra rotation by `2π` multiplies the character by `(-1)^(2j)`. -/
theorem chi_add_two_pi (n : ℕ) (t : ℝ) : chi n (t + 2 * π) = (-1) ^ n * chi n t := by
  unfold chi
  rw [Finset.mul_sum]
  refine Finset.sum_congr rfl fun k _ => ?_
  have h : ((k : ℝ) - (n : ℝ) / 2) * (t + 2 * π)
      = (((k : ℝ) - (n : ℝ) / 2) * t + k * (2 * π)) - n * π := by ring
  rw [h, cos_sub_nat_mul_pi, cos_add_nat_mul_two_pi]
```

## Class values for half-odd $j$

For odd $n$ the factor is $-1$, which fixes classes 1, 3, 6 from classes 0, 2, 5. At the identity $\chi_j(0) = n+1$. At $\pi$, periodicity and evenness give $\chi_j(\pi) = -\chi_j(-\pi) = -\chi_j(\pi)$, hence zero (`h4`). So $\chi_j = S(n+1, \chi_j(2\pi/3), \chi_j(\pi/2))$, which `fin_cases c` compares class by class.

```lean
/-- For half-odd `j` the class values are `spinorFn` of `2j+1`, `χ_j(2π/3)`, `χ_j(π/2)`. -/
theorem character_odd {n : ℕ} (hn : Odd n) :
    character n = spinorFn ((n : ℝ) + 1) (chi n (2 * π / 3)) (chi n (π / 2)) := by
  have hneg : ∀ t, chi n (t + 2 * π) = -chi n t := by
    intro t
    rw [chi_add_two_pi, hn.neg_one_pow]
    ring
  have h0 : chi n 0 = (n : ℝ) + 1 := by simp [chi]
  have h1 : chi n (2 * π) = -((n : ℝ) + 1) := by
    have h := hneg 0
    rwa [zero_add, h0] at h
  have h3 : chi n (8 * π / 3) = -chi n (2 * π / 3) := by rw [← hneg]; congr 1; ring
  have h6 : chi n (5 * π / 2) = -chi n (π / 2) := by rw [← hneg]; congr 1; ring
  -- χ(π) = -χ(-π) = -χ(π)
  have h4 : chi n π = 0 := by
    have h := hneg (-π)
    have e : chi n (-π) = chi n π := by simp [chi]
    rw [show -π + 2 * π = π by ring, e] at h
    linarith
  funext c
  fin_cases c <;> simp [character, angle, spinorFn, h0, h1, h3, h4, h6]
```

In a product of two such functions partner classes contribute equally:
$$\langle S(x,y,z), S(x',y',z')\rangle = \frac{2xx' + 16yy' + 12zz'}{48} = \frac{xx' + 8yy' + 6zz'}{24}.$$

```lean
/-- The scalar product of two `spinorFn` class functions is `(x x' + 8 y y' + 6 z z')/24`. -/
theorem classInner_spinorFn (x y z x' y' z' : ℝ) :
    classInner (spinorFn x y z) (spinorFn x' y' z')
      = (x * x' + 8 * y * y' + 6 * z * z') / 24 := by
  simp [classInner, size, spinorFn, Fin.sum_univ_eight]
  ring
```

At $t = 2\pi/3$ the terms $2\cos(t/2), 2\cos(3t/2), 2\cos(5t/2)$ are $1, -2, 1$ (from `c1`, `c3`, `c5`), with partial sums $1, -1, 0$. At $t = \pi/2$ they are $\sqrt2, -\sqrt2, -\sqrt2$ (from `d1`, `d3`, `d5`), with partial sums $\sqrt2, 0, -\sqrt2$. Thus
$$\chi_{1/2} = S(2,1,\sqrt2),\quad \chi_{3/2} = S(4,-1,0),\quad \chi_{5/2} = S(6,0,-\sqrt2),\quad \rho = S(2,1,-\sqrt2).$$

```lean
/-- Class values of `χ_{1/2}`, `χ_{3/2}`, `χ_{5/2}` and of `χ_{5/2} - χ_{3/2}`. -/
theorem character_table :
    character 1 = spinorFn 2 1 (√2) ∧ character 3 = spinorFn 4 (-1) 0 ∧
      character 5 = spinorFn 6 0 (-√2) ∧ residual = spinorFn 2 1 (-√2) := by
  obtain ⟨a1, a3, a5⟩ := chi_explicit (2 * π / 3)
  obtain ⟨b1, b3, b5⟩ := chi_explicit (π / 2)
  have c1 : cos (2 * π / 3 / 2) = 1 / 2 := by
    rw [show 2 * π / 3 / 2 = π / 3 by ring, cos_pi_div_three]
  have c3 : cos (3 * (2 * π / 3) / 2) = -1 := by
    rw [show 3 * (2 * π / 3) / 2 = π by ring, cos_pi]
  have c5 : cos (5 * (2 * π / 3) / 2) = 1 / 2 := by
    rw [show 5 * (2 * π / 3) / 2 = 2 * π - π / 3 by ring, cos_two_pi_sub, cos_pi_div_three]
  have d1 : cos (π / 2 / 2) = √2 / 2 := by
    rw [show π / 2 / 2 = π / 4 by ring, cos_pi_div_four]
  have d3 : cos (3 * (π / 2) / 2) = -(√2 / 2) := by
    rw [show 3 * (π / 2) / 2 = π - π / 4 by ring, cos_pi_sub, cos_pi_div_four]
  have d5 : cos (5 * (π / 2) / 2) = -(√2 / 2) := by
    rw [show 5 * (π / 2) / 2 = π / 4 + π by ring, cos_add_pi, cos_pi_div_four]
  have h1 : character 1 = spinorFn 2 1 (√2) := by
    rw [character_odd (by decide)]
    exact congr (congr (congrArg spinorFn (by norm_num)) (by linarith)) (by linarith)
  have h3 : character 3 = spinorFn 4 (-1) 0 := by
    rw [character_odd (by decide)]
    exact congr (congr (congrArg spinorFn (by norm_num)) (by linarith)) (by linarith)
  have h5 : character 5 = spinorFn 6 0 (-√2) := by
    rw [character_odd (by decide)]
    exact congr (congr (congrArg spinorFn (by norm_num)) (by linarith)) (by linarith)
  refine ⟨h1, h3, h5, ?_⟩
  rw [residual, h3, h5]
  funext c
  fin_cases c <;> simp [spinorFn] <;> norm_num
```

## Norms and overlaps

The squared norms are $(4+8+12)/24 = 1$, $(16+8)/24 = 1$ and $(36+12)/24 = 2$. The overlaps are $\langle\chi_{5/2},\chi_{3/2}\rangle = 24/24 = 1$, $\langle\chi_{5/2},\chi_{1/2}\rangle = (12-12)/24 = 0$ and $\langle\chi_{3/2},\chi_{1/2}\rangle = (8-8)/24 = 0$. The theorem states these six equalities, and `linarith` closes each, using `hs`, which is $\sqrt2\cdot\sqrt2 = 2$, where that product remains.

```lean
/-- The characters of `j = 1/2, 3/2, 5/2` have squared norms `1, 1, 2`, with overlaps
`⟨5/2,3/2⟩ = 1`, `⟨5/2,1/2⟩ = 0` and `⟨3/2,1/2⟩ = 0`. -/
theorem spinor_norms_and_overlaps :
    classInner (character 1) (character 1) = 1 ∧ classInner (character 3) (character 3) = 1 ∧
      classInner (character 5) (character 5) = 2 ∧ classInner (character 5) (character 3) = 1 ∧
      classInner (character 5) (character 1) = 0 ∧
      classInner (character 3) (character 1) = 0 := by
  obtain ⟨h1, h3, h5, -⟩ := character_table
  have hs : √2 * √2 = 2 := mul_self_sqrt (by norm_num)
  simp only [h1, h3, h5, classInner_spinorFn]
  refine ⟨?_, ?_, ?_, ?_, ?_, ?_⟩ <;> linarith
```

For $\rho$ the value at the identity is 2, the squared norm is $(4+8+12)/24 = 1$, and the overlaps with $\chi_{1/2}$ and $\chi_{3/2}$ are $(4+8-12)/24 = 0$ and $(8-8)/24 = 0$.

```lean
/-- `χ_{5/2} - χ_{3/2}` has value 2 on the identity class, squared norm 1, and is orthogonal
to `χ_{1/2}` and `χ_{3/2}`. -/
theorem residual_orthonormal :
    residual 0 = 2 ∧ classInner residual residual = 1 ∧
      classInner residual (character 1) = 0 ∧ classInner residual (character 3) = 0 := by
  obtain ⟨h1, h3, -, hr⟩ := character_table
  have hs : √2 * √2 = 2 := mul_self_sqrt (by norm_num)
  simp only [h1, h3, hr, classInner_spinorFn]
  refine ⟨by simp [spinorFn], ?_, ?_, ?_⟩ <;> linarith
```

The theorems concern real vectors of length eight, and the passage from these numbers to irreducible representations rests on character theory that the file does not develop. Read in that theory, for an isolated $j$ level in an exactly octahedral field, $j = 1/2$ and $j = 3/2$ stay degenerate, while $j = 5/2$, as for one $f$ electron, may split into a quartet with character $\chi_{3/2}$ and a doublet with character $\rho$.

## All $j$

For $\chi_j = S(x,y,z)$ the overlaps with $\chi_{1/2}, \chi_{3/2}, \rho$ are
$$a = \frac{2x+8y+6\sqrt2 z}{24},\quad b = \frac{4x-8y}{24},\quad d = \frac{2x+8y-6\sqrt2 z}{24}.$$
Then $2a+4b+2d = x$, $a-b+d = y$ and $\sqrt2(a-d) = z$, so $\chi_j = a\chi_{1/2} + b\chi_{3/2} + d\rho$ for every odd $n$. Linearity of $S$ is `hlin`. The first two identities fall to `ring`, and the third needs `hs`. The statement treats the coefficients as real numbers and says nothing of their being non-negative integers.

```lean
/-- Every half-odd character is the combination of `χ_{1/2}`, `χ_{3/2}` and
`χ_{5/2} - χ_{3/2}` whose coefficients are its scalar products with them. -/
theorem character_odd_expansion {n : ℕ} (hn : Odd n) :
    character n = classInner (character n) (character 1) • character 1
      + classInner (character n) (character 3) • character 3
      + classInner (character n) residual • residual := by
  obtain ⟨h1, h3, -, hr⟩ := character_table
  have hs : √2 * √2 = 2 := mul_self_sqrt (by norm_num)
  have hlin : ∀ a b c x y z x' y' z' u v w : ℝ,
      a • spinorFn x y z + b • spinorFn x' y' z' + c • spinorFn u v w
        = spinorFn (a * x + b * x' + c * u) (a * y + b * y' + c * v)
            (a * z + b * z' + c * w) := by
    intro a b c x y z x' y' z' u v w
    funext i
    fin_cases i <;> simp [spinorFn] <;> ring
  rw [character_odd hn, h1, h3, hr, hlin]
  simp only [classInner_spinorFn]
  -- compare the values at the angles 0, 2π/3 and π/2
  refine congr (congr (congrArg spinorFn ?_) ?_) ?_
  · ring
  · ring
  · linear_combination (-(chi n (π / 2)) / 2) * hs
```

For even $n$ the character takes equal values on partner classes, while a half-odd character takes opposite values there and vanishes on classes 4 and 7. The sum cancels in pairs, so the scalar product is zero for every even `n` and odd `m`, where Lean's `m` is twice the second angular momentum.

```lean
/-- A character of integer `j` is orthogonal to every character of half-odd `j`. -/
theorem even_odd_orthogonal {n m : ℕ} (hn : Even n) (hm : Odd m) :
    classInner (character n) (character m) = 0 := by
  have hper : ∀ t, chi n (t + 2 * π) = chi n t := by
    intro t
    rw [chi_add_two_pi, hn.neg_one_pow, one_mul]
  have h1 : chi n (2 * π) = chi n 0 := by rw [← hper 0, zero_add]
  have h3 : chi n (8 * π / 3) = chi n (2 * π / 3) := by
    rw [← hper (2 * π / 3)]; congr 1; ring
  have h6 : chi n (5 * π / 2) = chi n (π / 2) := by
    rw [← hper (π / 2)]; congr 1; ring
  -- classes differing by 2π cancel in pairs
  rw [character_odd hm]
  simp [classInner, size, spinorFn, character, angle, Fin.sum_univ_eight, h1, h3, h6]
  ring

end

end DoubleOctahedral
```

```lean
#print axioms DoubleOctahedral.spinor_norms_and_overlaps
#print axioms DoubleOctahedral.residual_orthonormal
#print axioms DoubleOctahedral.character_odd_expansion
#print axioms DoubleOctahedral.even_odd_orthogonal
```

```
'DoubleOctahedral.spinor_norms_and_overlaps' depends on axioms: [propext, Classical.choice, Quot.sound]
'DoubleOctahedral.residual_orthonormal' depends on axioms: [propext, Classical.choice, Quot.sound]
'DoubleOctahedral.character_odd_expansion' depends on axioms: [propext, Classical.choice, Quot.sound]
'DoubleOctahedral.even_odd_orthogonal' depends on axioms: [propext, Classical.choice, Quot.sound]
```

Reducing the angles modulo $2\pi$ is a slip that the norms do not reveal, because products of two half-odd characters are unchanged by it. The last orthogonality is lost: $\langle\chi_0,\chi_{1/2}\rangle$ would become $(4+16+12\sqrt2)/48$.

For a level of half-odd $j$, the number of times each of the three possible irreducible representations occurs (its multiplicity) can be computed in a program as a dot product of two arrays of length eight with weights $s_c/48$, one product for each of $\chi_{1/2}$, $\chi_{3/2}$ and $\rho$; character theory, not this file, says the results are integers, so the floating-point values may be rounded. The closed form $\sin((j+\tfrac12)t)/\sin(t/2)$ is $0/0$ on classes 0 and 1, whereas the cosine sum can be evaluated on all eight classes alike.
